# The Vandermonde state of $N$ non-interacting fermions in a one-dimensional harmonic trap has energy $N^2\hbar\omega/2$

For particles of mass $m$ in a trap of angular frequency $\omega$, lengths are measured in $\sqrt{\hbar/m\omega}$ and energies in $\hbar\omega$, so one particle in the trap has the Hamiltonian $h=-\tfrac12\,d^2/dt^2+t^2/2$. Particles and orbitals are numbered from $0$ to $N-1$, and the Vandermonde state is $\Psi(x)=\prod_{i<j}(x_j-x_i)\,\exp(-\tfrac12\sum_i x_i^2)$.

```lean
import Mathlib

open Polynomial

namespace VandermondeTrap

noncomputable section

/-- The Hamiltonian of one particle in a harmonic trap, `-½ d²/dt² + t²/2`, in natural units. -/
def oneBodyH (φ : ℝ → ℝ) (t : ℝ) : ℝ :=
  -(1 / 2) * deriv (deriv φ) t + t ^ 2 / 2 * φ t

/-- The Hamiltonian of `N` particles in the trap: the one-body Hamiltonian acts on each
coordinate in turn, the other coordinates being held fixed, and the results are added. -/
def trapH {N : ℕ} (Ψ : (Fin N → ℝ) → ℝ) (x : Fin N → ℝ) : ℝ :=
  ∑ i, oneBodyH (fun t => Ψ (Function.update x i t)) (x i)

/-- The matrix whose entry `(i, j)` is orbital `j` at the position of particle `i`. -/
def slaterMatrix {N : ℕ} (φ : Fin N → ℝ → ℝ) (x : Fin N → ℝ) : Matrix (Fin N) (Fin N) ℝ :=
  Matrix.of fun i j => φ j (x i)

/-- The Slater determinant of `N` orbitals, without normalisation factor. -/
def slater {N : ℕ} (φ : Fin N → ℝ → ℝ) (x : Fin N → ℝ) : ℝ :=
  (slaterMatrix φ x).det

/-- The Vandermonde state: the product of all differences of positions times a Gaussian. -/
def vandermondeState {N : ℕ} (x : Fin N → ℝ) : ℝ :=
  (∏ i, ∏ j ∈ Finset.Ioi i, (x j - x i)) * Real.exp (-(∑ i, x i ^ 2) / 2)

/-- The Hermite polynomials with leading coefficient one, built by the raising rule
`p ↦ X p - p'/2`. -/
def monicHermite : ℕ → ℝ[X]
  | 0 => 1
  | k + 1 => X * monicHermite k - C (1 / 2) * derivative (monicHermite k)

/-- The oscillator orbital number `k`: a monic Hermite polynomial times a Gaussian. -/
def orbital (k : ℕ) (t : ℝ) : ℝ :=
  (monicHermite k).eval t * Real.exp (-t ^ 2 / 2)

/-- The one-body Hamiltonian is linear on finite sums of twice differentiable orbitals. -/
theorem oneBodyH_sum {N : ℕ} (c : Fin N → ℝ) (φ : Fin N → ℝ → ℝ)
    (h1 : ∀ j, Differentiable ℝ (φ j)) (h2 : ∀ j, Differentiable ℝ (deriv (φ j))) (s : ℝ) :
    oneBodyH (fun t => ∑ j, c j * φ j t) s = ∑ j, c j * oneBodyH (φ j) s := by
  have d : ∀ f : Fin N → ℝ → ℝ, (∀ j, Differentiable ℝ (f j)) →
      deriv (fun t => ∑ j, c j * f j t) = fun t => ∑ j, c j * deriv (f j) t := by
    intro f hf
    funext t
    exact (HasDerivAt.fun_sum fun j _ => ((hf j t).hasDerivAt.const_mul (c j))).deriv
  unfold oneBodyH
  rw [d φ h1, d (fun j => deriv (φ j)) h2]
  simp only [Finset.mul_sum, ← Finset.sum_add_distrib]
  exact Finset.sum_congr rfl fun j _ => by ring

/-- When only particle `i` moves, the Slater determinant is a combination of the orbitals at
its position, with the cofactors as fixed coefficients. -/
theorem slater_update {N : ℕ} (φ : Fin N → ℝ → ℝ) (x : Fin N → ℝ) (i : Fin N) (t : ℝ) :
    slater φ (Function.update x i t) =
      ∑ j, (slaterMatrix φ x).adjugate j i * φ j t := by
  have h : slaterMatrix φ (Function.update x i t) =
      (slaterMatrix φ x).updateRow i (fun j => φ j t) := by
    ext a j
    by_cases ha : a = i
    · subst ha
      simp [slaterMatrix]
    · simp [slaterMatrix, ha]
  rw [slater, h, ← Matrix.cramer_transpose_apply, Matrix.cramer_eq_adjugate_mulVec,
    ← Matrix.adjugate_transpose]
  rfl

/-- A Slater determinant of twice differentiable solutions of the one-body Schrödinger equation
solves the `N`-body equation, and its energy is the sum of the orbital energies. -/
theorem trapH_slater {N : ℕ} (φ : Fin N → ℝ → ℝ) (ε : Fin N → ℝ)
    (h1 : ∀ j, Differentiable ℝ (φ j)) (h2 : ∀ j, Differentiable ℝ (deriv (φ j)))
    (hE : ∀ j t, oneBodyH (φ j) t = ε j * φ j t) (x : Fin N → ℝ) :
    trapH (slater φ) x = (∑ j, ε j) * slater φ x := by
  have hi : ∀ i, oneBodyH (fun t => slater φ (Function.update x i t)) (x i) =
      ∑ j, ε j * ((slaterMatrix φ x).adjugate j i * slaterMatrix φ x i j) := by
    intro i
    rw [funext (slater_update φ x i), oneBodyH_sum _ φ h1 h2]
    refine Finset.sum_congr rfl fun j _ => ?_
    rw [hE, show slaterMatrix φ x i j = φ j (x i) from rfl]
    ring
  unfold trapH
  rw [Finset.sum_congr rfl fun i _ => hi i, Finset.sum_comm, Finset.sum_mul]
  refine Finset.sum_congr rfl fun j _ => ?_
  -- the diagonal entries of `adj M * M` are all equal to `det M`
  have h := congrFun (congrFun (Matrix.adjugate_mul (slaterMatrix φ x)) j) j
  simp only [Matrix.mul_apply, Matrix.smul_apply, Matrix.one_apply_eq, smul_eq_mul,
    mul_one] at h
  rw [← Finset.mul_sum, h, slater]

/-- The monic Hermite polynomials satisfy Hermite's equation `p'' = 2 X p' - 2 k p`. -/
theorem hermite_equation (k : ℕ) (t : ℝ) :
    (derivative (derivative (monicHermite k))).eval t =
      2 * t * (derivative (monicHermite k)).eval t - 2 * k * (monicHermite k).eval t := by
  have h : derivative (derivative (monicHermite k)) =
      C 2 * X * derivative (monicHermite k) - C (2 * (k : ℝ)) * monicHermite k := by
    induction k with
    | zero => simp [monicHermite]
    | succ k ih =>
      -- the raising rule and the equation for `k` give `p_{k+1}' = (k+1) p_k`
      have hd : derivative (monicHermite (k + 1)) = C ((k : ℝ) + 1) * monicHermite k := by
        apply Polynomial.funext
        intro s
        simp only [monicHermite, derivative_sub, derivative_mul, derivative_X, derivative_C, ih]
        simp only [eval_sub, eval_add, eval_mul, eval_X, eval_C, eval_one, eval_zero]
        ring
      rw [hd]
      apply Polynomial.funext
      intro s
      simp only [monicHermite, derivative_mul, derivative_C, eval_sub, eval_add, eval_mul,
        eval_X, eval_C, eval_zero]
      push_cast
      ring
  rw [h]
  simp only [eval_sub, eval_mul, eval_X, eval_C]

/-- The polynomial `monicHermite k` has leading coefficient one and degree `k`. -/
theorem monicHermite_monic (k : ℕ) :
    (monicHermite k).Monic ∧ (monicHermite k).natDegree = k := by
  induction k with
  | zero => simp [monicHermite]
  | succ k ih =>
    obtain ⟨hm, hd⟩ := ih
    have hX : (X * monicHermite k).natDegree = k + 1 := by
      rw [monic_X.natDegree_mul hm, natDegree_X, hd, add_comm]
    have hlt : (C (1 / 2 : ℝ) * derivative (monicHermite k)).natDegree <
        (X * monicHermite k).natDegree := by
      have a := natDegree_C_mul_le (1 / 2 : ℝ) (derivative (monicHermite k))
      have b := natDegree_derivative_le (monicHermite k)
      omega
    exact ⟨(monic_X.mul hm).sub_of_left (degree_lt_degree hlt),
      (natDegree_sub_eq_left_of_natDegree_lt hlt).trans hX⟩

/-- Orbital `k` is twice differentiable and solves the one-body Schrödinger equation with
energy `k + 1/2`. -/
theorem orbital_energy (k : ℕ) :
    Differentiable ℝ (orbital k) ∧ Differentiable ℝ (deriv (orbital k)) ∧
      ∀ t, oneBodyH (orbital k) t = ((k : ℝ) + 1 / 2) * orbital k t := by
  -- differentiation sends `p · Gaussian` to `(p' - X p) · Gaussian`
  have d : ∀ (p : ℝ[X]) (t : ℝ), HasDerivAt (fun s => p.eval s * Real.exp (-s ^ 2 / 2))
      ((derivative p - X * p).eval t * Real.exp (-t ^ 2 / 2)) t := by
    intro p t
    have hg : HasDerivAt (fun s : ℝ => -s ^ 2 / 2) (-t) t :=
      (((hasDerivAt_pow 2 t).fun_neg).div_const 2).congr_deriv (by norm_num; ring)
    refine ((p.hasDerivAt t).fun_mul hg.exp).congr_deriv ?_
    simp only [eval_sub, eval_mul, eval_X]
    ring
  have e : deriv (orbital k) = fun t =>
      (derivative (monicHermite k) - X * monicHermite k).eval t * Real.exp (-t ^ 2 / 2) :=
    funext fun t => (d (monicHermite k) t).deriv
  refine ⟨fun t => (d _ t).differentiableAt, ?_, fun t => ?_⟩
  · rw [e]
    exact fun t => (d _ t).differentiableAt
  · rw [oneBodyH, e, (d _ t).deriv, orbital]
    simp only [derivative_sub, derivative_mul, derivative_X, eval_sub, eval_add, eval_mul,
      eval_X, eval_one, hermite_equation]
    ring

/-- The Vandermonde state is the Slater determinant of the oscillator orbitals
`0, 1, ..., N - 1`. -/
theorem vandermondeState_eq_slater {N : ℕ} (x : Fin N → ℝ) :
    vandermondeState x = slater (fun k : Fin N => orbital k) x := by
  have hM : slaterMatrix (fun k : Fin N => orbital k) x = Matrix.of fun i j =>
      Real.exp (-x i ^ 2 / 2) *
        (Matrix.of fun i j : Fin N => (monicHermite j).eval (x i)) i j := by
    ext i j
    simp only [slaterMatrix, orbital, Matrix.of_apply]
    ring
  rw [slater, hM, Matrix.det_mul_column, ← Matrix.det_eval_matrixOfPolynomials_eq_det_vandermonde
    x (fun j => monicHermite j) (fun j => (monicHermite_monic j).2)
    (fun j => (monicHermite_monic j).1), Matrix.det_vandermonde, ← Real.exp_sum,
    ← Finset.sum_div, Finset.sum_neg_distrib, vandermondeState, mul_comm]

/-- The Vandermonde state is smooth, changes by the sign of the permutation when the particles
are permuted, and is nonzero exactly where all positions are different. -/
theorem vandermondeState_fermionic (N : ℕ) :
    (∀ n : ℕ, ContDiff ℝ n (vandermondeState (N := N))) ∧
    (∀ (σ : Equiv.Perm (Fin N)) (x : Fin N → ℝ),
      vandermondeState (x ∘ σ) = ((Equiv.Perm.sign σ : ℤ) : ℝ) * vandermondeState x) ∧
    ∀ x : Fin N → ℝ, vandermondeState x ≠ 0 ↔ Function.Injective x := by
  refine ⟨fun n => ?_, fun σ x => ?_, fun x => ?_⟩
  · unfold vandermondeState
    refine ContDiff.mul (contDiff_prod fun i _ => contDiff_prod fun j _ => by fun_prop) ?_
    exact Real.contDiff_exp.comp
      ((ContDiff.sum fun i _ => by fun_prop).neg.div_const 2)
  · rw [vandermondeState_eq_slater, vandermondeState_eq_slater]
    exact Matrix.det_permute σ (slaterMatrix (fun k : Fin N => orbital k) x)
  · rw [vandermondeState, ← Matrix.det_vandermonde, mul_ne_zero_iff,
      Matrix.det_vandermonde_ne_zero_iff]
    exact and_iff_left (Real.exp_ne_zero _)

/-- The Vandermonde state of `N` fermions in a harmonic trap solves the Schrödinger equation
with energy `N²/2`. -/
theorem trapH_vandermondeState {N : ℕ} (x : Fin N → ℝ) :
    trapH vandermondeState x = (N : ℝ) ^ 2 / 2 * vandermondeState x := by
  have hsum : ∑ k : Fin N, ((k : ℝ) + 1 / 2) = (N : ℝ) ^ 2 / 2 := by
    rw [Fin.sum_univ_eq_sum_range (fun k : ℕ => (k : ℝ) + 1 / 2) N]
    induction N with
    | zero => simp
    | succ n ih =>
      rw [Finset.sum_range_succ, ih (fun _ => 0)]
      push_cast
      ring
  rw [funext (vandermondeState_eq_slater (N := N)), ← hsum]
  exact trapH_slater _ (fun k : Fin N => (k : ℝ) + 1 / 2) (fun k => (orbital_energy k).1)
    (fun k => (orbital_energy k).2.1) (fun k => (orbital_energy k).2.2) x

/-- The state `(y-x)(z-x)(z-y) exp(-(x²+y²+z²)/2)` of three particles on a line. -/
def threeFermions (x y z : ℝ) : ℝ :=
  (y - x) * (z - x) * (z - y) * Real.exp (-(x ^ 2 + y ^ 2 + z ^ 2) / 2)

/-- Three fermions in a harmonic trap: the state `threeFermions` solves the Schrödinger equation
with energy `9/2`. -/
theorem threeFermions_energy (x y z : ℝ) :
    -(1 / 2) * (deriv (deriv fun t => threeFermions t y z) x +
        deriv (deriv fun t => threeFermions x t z) y +
        deriv (deriv fun t => threeFermions x y t) z) +
      (x ^ 2 + y ^ 2 + z ^ 2) / 2 * threeFermions x y z = 9 / 2 * threeFermions x y z := by
  have hv : ∀ a b c : ℝ, vandermondeState ![a, b, c] = threeFermions a b c := by
    intro a b c
    rw [vandermondeState, ← Matrix.det_vandermonde, Matrix.det_fin_three, Fin.sum_univ_three]
    simp [Matrix.vandermonde_apply, threeFermions]
    ring
  have e0 : ∀ t, Function.update ![x, y, z] 0 t = ![t, y, z] := by
    intro t
    ext k
    fin_cases k <;> rfl
  have e1 : ∀ t, Function.update ![x, y, z] 1 t = ![x, t, z] := by
    intro t
    ext k
    fin_cases k <;> rfl
  have e2 : ∀ t, Function.update ![x, y, z] 2 t = ![x, y, t] := by
    intro t
    ext k
    fin_cases k <;> rfl
  have h : oneBodyH (fun t => threeFermions t y z) x + oneBodyH (fun t => threeFermions x t z) y +
      oneBodyH (fun t => threeFermions x y t) z = ((3 : ℕ) : ℝ) ^ 2 / 2 * threeFermions x y z := by
    have h3 := trapH_vandermondeState ![x, y, z]
    rw [trapH, Fin.sum_univ_three] at h3
    simp only [e0, e1, e2, hv] at h3
    exact h3
  simp only [oneBodyH] at h
  push_cast at h
  linear_combination h

end

end VandermondeTrap
```

```lean
#print axioms VandermondeTrap.vandermondeState_fermionic
-- 'VandermondeTrap.vandermondeState_fermionic' depends on axioms: [propext, Classical.choice, Quot.sound]
#print axioms VandermondeTrap.trapH_vandermondeState
-- 'VandermondeTrap.trapH_vandermondeState' depends on axioms: [propext, Classical.choice, Quot.sound]
#print axioms VandermondeTrap.threeFermions_energy
-- 'VandermondeTrap.threeFermions_energy' depends on axioms: [propext, Classical.choice, Quot.sound]
```

## The eigenvalue equation for $N$ particles and for three

`trapH_vandermondeState` says that, for every $N$ and at every configuration $x$,

$$\sum_i h_i\Psi(x)=\frac{N^2}{2}\Psi(x),$$

where $h_i$ acts on coordinate $i$. For $N=3$, `threeFermions_energy` writes this out with partial derivatives in three real coordinates $x,y,z$: the state $(y-x)(z-x)(z-y)\,e^{-(x^2+y^2+z^2)/2}$ has energy $9/2$.

A configuration is a function `x : Fin N → ℝ`, which gives each particle its position. `Function.update x i t` moves particle `i` to `t` and leaves the others in place, so `trapH` applies `oneBodyH` to one coordinate at a time and adds the results. In `slaterMatrix`, rows belong to particles and columns to orbitals.

Lean's `deriv` returns zero where a function has no derivative, so an equation between derivatives means what it should only for a differentiable function. `vandermondeState_fermionic` settles this by showing that $\Psi$ is smooth. It also shows that permuting the particles multiplies $\Psi$ by the sign of the permutation, and that $\Psi(x)\neq0$ exactly when all positions differ. The eigenfunction is therefore antisymmetric and not identically zero.

## Spin-polarised fermions without interaction

The particles all have the same spin state, so the spatial function carries the whole antisymmetry. They feel the trap but not each other. The theorems concern a differential equation satisfied pointwise; they do not construct a self-adjoint operator or show that $N^2/2$ is the lowest fermionic energy.

The state is unnormalised, which does not affect the eigenvalue. For three particles $\int\Psi^2=\tfrac32\pi^{3/2}$, so the normalised state is $\sqrt{2/(3\pi^{3/2})}\,\Psi$.

In a variational Monte Carlo program for this non-interacting, one-dimensional model, the local energy of $\Psi$ should equal $N^2/2$ at every sampled configuration with distinct positions, up to rounding.

## Oscillator orbitals from monic Hermite polynomials

Let $p_0=1$ and $p_{k+1}=t\,p_k-\tfrac12p_k'$. Hermite's equation, $p_k''=2t\,p_k'-2k\,p_k$, holds for $k=0$. If it holds for $k$, then

$$p_{k+1}'=p_k+t\,p_k'-\tfrac12p_k''=(k+1)p_k.$$

Hence $p_{k+1}''=(k+1)p_k'$, while the right-hand side of the equation for $k+1$ is

$$2t(k+1)p_k-2(k+1)\left(t\,p_k-\tfrac12p_k'\right)=(k+1)p_k'.$$

The two agree. `hermite_equation` follows this induction, with `hd` as the derivative formula; `Polynomial.funext` reduces each polynomial identity to an identity of values, which `ring` checks.

Now put $\varphi_k=p_k e^{-t^2/2}$. Differentiation sends $p\,e^{-t^2/2}$ to $(p'-t\,p)e^{-t^2/2}$, and doing it twice gives

$$\varphi_k''=\left(p_k''-2t\,p_k'+(t^2-1)p_k\right)e^{-t^2/2}=(t^2-2k-1)\varphi_k.$$

Therefore $h\varphi_k=(k+\tfrac12)\varphi_k$. In `orbital_energy` the differentiation rule is the local statement `d`, used once for each derivative; it also supplies the differentiability needed below.

## Without interaction, orbital energies add in a Slater determinant

Let $M_{ij}=\varphi_j(x_i)$, where the $\varphi_j$ may be any twice differentiable functions with $h\varphi_j=\varepsilon_j\varphi_j$, and let $A$ be the adjugate of $M$. When particle $i$ moves to $t$, only row $i$ changes. Expansion along that row gives

$$\det M\big|_{x_i\to t}=\sum_j A_{ji}\,\varphi_j(t),$$

with coefficients $A_{ji}$ that do not depend on $x_i$. This is `slater_update`. By linearity, which is `oneBodyH_sum`, applying $h$ and setting $t=x_i$ gives $\sum_j\varepsilon_jA_{ji}M_{ij}$. Summing over the particles and exchanging the sums,

$$\sum_j\varepsilon_j\sum_iA_{ji}M_{ij}=\sum_j\varepsilon_j(AM)_{jj}=\Big(\sum_j\varepsilon_j\Big)\det M,$$

because $AM=(\det M)\,1$. In `trapH_slater`, `Finset.sum_comm` makes the exchange and `Matrix.adjugate_mul` supplies the last identity.

## The Vandermonde product as a Slater determinant

The polynomial $p_k$ has degree $k$ and leading coefficient one: multiplication by $t$ raises the degree by one and keeps the leading coefficient, while the subtracted derivative has lower degree. `monicHermite_monic` proves this by induction.

In the determinant of the $\varphi_j(x_i)$, row $i$ has the common factor $e^{-x_i^2/2}$. Taking these factors out leaves $\det p_j(x_i)$. Since $p_j$ is $t^j$ plus lower powers, subtracting multiples of earlier columns turns column $j$ into $x_i^j$ without changing the determinant. Thus

$$\det\varphi_j(x_i)=e^{-\frac12\sum_i x_i^2}\det(x_i^j)=e^{-\frac12\sum_i x_i^2}\prod_{i<j}(x_j-x_i)=\Psi(x).$$

`vandermondeState_eq_slater` takes out the Gaussians with `Matrix.det_mul_column` and uses Mathlib's theorems for the column reduction and the Vandermonde determinant. The sign rule in `vandermondeState_fermionic` then comes from permuting the rows of this determinant.

The energy is the sum over the occupied orbitals:

$$\sum_{k=0}^{N-1}\left(k+\tfrac12\right)=\frac{N(N-1)}2+\frac N2=\frac{N^2}{2}.$$

`trapH_vandermondeState` proves the sum by induction and applies `trapH_slater`. For three particles the sum is $\tfrac12+\tfrac32+\tfrac52=\tfrac92$. The proof of `threeFermions_energy` identifies the general state at `![x, y, z]` with the explicit formula (`hv`), and each coordinate update with the replacement of $x$, $y$ or $z$ (`e0`, `e1`, `e2`). The final `linear_combination` collects the kinetic and potential terms into the displayed equation.
